# The least hopping energy of a two-electron lattice singlet at fixed density, for non-negative hopping amplitudes

Two electrons in a spin singlet on a finite lattice, with site densities \(\rho_x\) and hopping matrix elements \(-t(x,y)\), where \(t(x,y)=t(y,x)\ge 0\), have hopping energy at least

\[
-\sum_{x,y} t(x,y)\sqrt{\rho_x\rho_y},
\]

and the pair wavefunction \(\sqrt{\rho_x\rho_z}/2\) reaches this value. I know this as a lattice form of the von Weizsäcker bound, and I can make it plausible by putting both electrons into one orbital. I would like to see it proved for every symmetric pair wavefunction, correlated ones included, and checked by machine. Is the minimiser also unique?

## Cauchy–Schwarz over the second electron gives the bound

Yes, the bound is exact, and the minimiser is unique up to a phase if the density is positive everywhere and hopping connects the lattice.

Let \(\psi(x,z)=\psi(z,x)\) be the spatial wavefunction, with \(\sum_{x,z}|\psi(x,z)|^2=1\). Define

\[
\rho_x=2\sum_z|\psi(x,z)|^2,\qquad
\gamma(x,y)=2\sum_z\overline{\psi(x,z)}\,\psi(y,z).
\]

The Hamiltonian moves either electron, so the energy is

\[
E=-\sum_{x,y,z}t(x,y)\overline{\psi(x,z)}\psi(y,z)-\sum_{x,y,z}t(z,y)\overline{\psi(x,z)}\psi(x,y).
\]

Exchanging the names \(x\) and \(z\) in the second sum and using the symmetry of \(\psi\) turns it into the first. Hence \(E=-\sum_{x,y}t(x,y)\gamma(x,y)\). Since \(\overline{\gamma(x,y)}=\gamma(y,x)\), this is real for symmetric \(t\).

For each pair of sites,

\[
\operatorname{Re}\gamma(x,y)\le 2\sum_z|\psi(x,z)||\psi(y,z)|
\le 2\sqrt{\frac{\rho_x}{2}}\sqrt{\frac{\rho_y}{2}}=\sqrt{\rho_x\rho_y}.
\]

Multiplying by \(-t(x,y)\le 0\) and summing gives the lower bound.

Conversely, take any \(\rho_x\ge0\) with \(\sum_x\rho_x=2\), and set \(\psi(x,z)=\sqrt{\rho_x\rho_z}/2\). Its density is \(2\sum_z\rho_x\rho_z/4=\rho_x\), its norm squared is \(\tfrac12\sum_x\rho_x=1\), and

\[
\gamma(x,y)=2\sum_z\frac{\sqrt{\rho_x\rho_y}\,\rho_z}{4}=\sqrt{\rho_x\rho_y}.
\]

So the bound is attained. This state puts both electrons into the orbital \(\sqrt{\rho_x/2}\).

## Equality forces a product state on a connected lattice with positive density

If \(\psi\) attains the bound, the non-negative terms \(t(x,y)\left[\sqrt{\rho_x\rho_y}-\operatorname{Re}\gamma(x,y)\right]\) sum to zero, so each vanishes. On a bond with \(t(x,y)>0\) this gives

\[
\sum_z\left|\sqrt{\rho_y}\,\psi(x,z)-\sqrt{\rho_x}\,\psi(y,z)\right|^2
=\rho_x\rho_y-\sqrt{\rho_x\rho_y}\operatorname{Re}\gamma(x,y)=0.
\]

The rows of \(\psi\) at \(x\) and \(y\) are therefore proportional. With positive densities, the relation passes along paths of bonds to every pair of sites. Fix a site \(o\) and use it twice, with exchange symmetry in between:

\[
\psi(x,z)=\frac{\sqrt{\rho_x}}{\sqrt{\rho_o}}\psi(o,z)
=\frac{\sqrt{\rho_x\rho_z}}{\rho_o}\psi(o,o)
=c\,\frac{\sqrt{\rho_x\rho_z}}{2},\qquad c=\frac{2\psi(o,o)}{\rho_o}.
\]

Both states are normalised, so \(|c|=1\).

Positivity matters here. On a three-site chain with nearest-neighbour hopping only, no diagonal terms and density \((1,0,1)\), the bound is zero and every singlet with that density attains it, including the one with one electron at each end.

## Two sites with densities 1.6 and 0.4

Let \(t(1,2)=t(2,1)=1\), with no diagonal terms. The bound is \(-2\sqrt{1.6\cdot0.4}=-1.6\). The minimiser has \(\psi(1,1)=0.8\), \(\psi(1,2)=\psi(2,1)=0.4\) and \(\psi(2,2)=0.2\). Then \(\gamma(1,2)=2(0.8\cdot0.4+0.4\cdot0.2)=0.8\), and the energy is \(-1.6\). Changing the sign of \(\psi(2,2)\) keeps the density but lowers \(\gamma(1,2)\) to \(0.48\), which raises the energy to \(-0.96\).

## What the Lean statements say about the electrons

The finite type `V` is the set of sites, and `ψ : V → V → ℂ` is the spatial wavefunction. `IsSinglet` demands exchange symmetry and normalisation; the antisymmetric spin factor is left implicit. `density` and `rdm` are \(\rho\) and \(\gamma\), both with the factor 2 for two electrons. `hopping` is the Hamiltonian applied to \(\psi\), and `energy` is its complex expectation value.

Sums run over ordered pairs, so each bond between distinct sites counts twice. Diagonal entries `t x x` are allowed and act as on-site energies \(-t(x,x)\). The theorems require them to be non-negative too, which excludes positive on-site energies such as those of a finite-difference kinetic energy. This is no real loss: since \(\gamma(x,x)=\rho_x\), on-site terms add the same constant to the energy of every state with the given density.

The main theorem, `constrained_search_isLeast`, takes non-negative hoppings `t` and a non-negative `ρ` summing to 2. It says that the stated value belongs to the set of energies of singlets with density `ρ` and lies below all others in that set. In particular, every such density comes from a singlet.

Non-negativity of `t` means that equal phases on neighbouring sites lower the energy. It is a real restriction on the model: if \(t\) is negative on all three bonds of a triangle, no choice of phases for the site basis states makes it positive on all of them. Symmetry of `t`, which makes the Hamiltonian Hermitian, is assumed only in `energy_im`; the bounds concern the real part of the energy and hold without it. In `minimiser_unique`, `hconn` asks for a path of positive hoppings from every site to every other.

For two non-interacting electrons in a singlet on a finite lattice with \(t\ge 0\), the result gives the kinetic functional of density functional theory in closed form, which can serve as a reference value for a lattice code. The electron repulsion is absent, and the continuum von Weizsäcker functional, with its density gradient, is not treated.

The model could also have used antisymmetric wavefunctions of position and spin. Triplets would then compete in the search, and the Cauchy–Schwarz sum would run over spins too. The minimum would stay the same, at the cost of heavier indices.

## The complete Lean file

```lean
import Mathlib

open Finset ComplexConjugate

namespace TwoElectronVonWeizsaecker

noncomputable section

variable {V : Type*} [Fintype V]

/-- The spatial wavefunction of a two-electron singlet: symmetric under exchange and normalised. -/
def IsSinglet (ψ : V → V → ℂ) : Prop :=
  (∀ x z, ψ x z = ψ z x) ∧ ∑ x, ∑ z, ‖ψ x z‖ ^ 2 = 1

/-- The electron density `ρ_x = 2 ∑_z |ψ(x,z)|²`. -/
def density (ψ : V → V → ℂ) (x : V) : ℝ := 2 * ∑ z, ‖ψ x z‖ ^ 2

/-- The one-particle density matrix `γ(x,y) = 2 ∑_z conj ψ(x,z) ψ(y,z)`. -/
def rdm (ψ : V → V → ℂ) (x y : V) : ℂ := 2 * ∑ z, conj (ψ x z) * ψ y z

/-- The hopping Hamiltonian with amplitudes `-t(x,y)`, acting on both electrons. -/
def hopping (t : V → V → ℝ) (ψ : V → V → ℂ) (x z : V) : ℂ :=
  -∑ y, (t x y : ℂ) * ψ y z - ∑ y, (t z y : ℂ) * ψ x y

/-- The expectation value of the hopping Hamiltonian. -/
def energy (t : V → V → ℝ) (ψ : V → V → ℂ) : ℂ :=
  ∑ x, ∑ z, conj (ψ x z) * hopping t ψ x z

/-- The pair wavefunction `√(ρ_x ρ_z) / 2` built from a density. -/
def pairState (ρ : V → ℝ) (x z : V) : ℂ := ((√(ρ x * ρ z) / 2 : ℝ) : ℂ)

/-- For an exchange-symmetric wavefunction the hopping energy is `-∑ t(x,y) γ(x,y)`. -/
theorem energy_eq_rdm (t : V → V → ℝ) {ψ : V → V → ℂ} (hψ : ∀ x z, ψ x z = ψ z x) :
    energy t ψ = -∑ x, ∑ y, (t x y : ℂ) * rdm ψ x y := by
  have h1 : ∑ x, ∑ z, conj (ψ x z) * ∑ y, (t x y : ℂ) * ψ y z
      = ∑ x, ∑ y, (t x y : ℂ) * ∑ z, conj (ψ x z) * ψ y z := by
    refine sum_congr rfl fun x _ => ?_
    simp only [mul_sum]
    refine sum_comm.trans ?_
    exact sum_congr rfl fun y _ => sum_congr rfl fun z _ => by ring
  -- the second electron contributes the same amount, by exchange symmetry
  have h2 : ∑ x, ∑ z, conj (ψ x z) * ∑ y, (t z y : ℂ) * ψ x y
      = ∑ x, ∑ y, (t x y : ℂ) * ∑ z, conj (ψ x z) * ψ y z := by
    refine sum_comm.trans (Eq.trans ?_ h1)
    refine sum_congr rfl fun x _ => sum_congr rfl fun z _ => ?_
    rw [hψ z x]
    congr 1
    exact sum_congr rfl fun y _ => by rw [hψ z y]
  have h3 : ∑ x, ∑ y, (t x y : ℂ) * rdm ψ x y
      = 2 * ∑ x, ∑ y, (t x y : ℂ) * ∑ z, conj (ψ x z) * ψ y z := by
    simp only [rdm, mul_sum]
    exact sum_congr rfl fun x _ => sum_congr rfl fun y _ => sum_congr rfl fun z _ => by ring
  rw [h3]
  simp only [energy, hopping, mul_sub, mul_neg, sum_sub_distrib, sum_neg_distrib]
  linear_combination -h1 - h2

/-- For symmetric hopping amplitudes the energy of an exchange-symmetric wavefunction is real. -/
theorem energy_im {t : V → V → ℝ} (ht : ∀ x y, t x y = t y x) {ψ : V → V → ℂ}
    (hψ : ∀ x z, ψ x z = ψ z x) : (energy t ψ).im = 0 := by
  have hγ : ∀ x y, conj (rdm ψ x y) = rdm ψ y x := fun x y => by
    simp only [rdm, map_mul, map_sum, Complex.conj_conj, map_ofNat]
    congr 1
    exact sum_congr rfl fun z _ => mul_comm _ _
  rw [← Complex.conj_eq_iff_im, energy_eq_rdm t hψ]
  simp only [map_neg, map_sum, map_mul, Complex.conj_ofReal, hγ]
  congr 1
  refine sum_comm.trans ?_
  exact sum_congr rfl fun x _ => sum_congr rfl fun y _ => by rw [ht y x]

theorem density_nonneg (ψ : V → V → ℂ) (x : V) : 0 ≤ density ψ x := by
  unfold density
  positivity

theorem rdm_re (ψ : V → V → ℂ) (x y : V) :
    (rdm ψ x y).re = 2 * ∑ z, (conj (ψ x z) * ψ y z).re := by
  rw [rdm, ← Complex.re_sum]
  simp

/-- The coherence between two sites is bounded by their densities: `Re γ(x,y) ≤ √(ρ_x ρ_y)`. -/
theorem rdm_re_le (ψ : V → V → ℂ) (x y : V) :
    (rdm ψ x y).re ≤ √(density ψ x * density ψ y) := by
  have h1 : ∑ z, (conj (ψ x z) * ψ y z).re ≤ ∑ z, ‖ψ x z‖ * ‖ψ y z‖ :=
    sum_le_sum fun z _ => (Complex.re_le_norm _).trans (le_of_eq (by simp))
  -- Cauchy-Schwarz over the position of the second electron
  have h2 := Real.sum_mul_le_sqrt_mul_sqrt univ (fun z => ‖ψ x z‖) (fun z => ‖ψ y z‖)
  have h3 : √(density ψ x * density ψ y)
      = 2 * (√(∑ z, ‖ψ x z‖ ^ 2) * √(∑ z, ‖ψ y z‖ ^ 2)) := by
    unfold density
    rw [← Real.sqrt_mul (by positivity), mul_mul_mul_comm, Real.sqrt_mul (by norm_num),
      Real.sqrt_mul_self (by norm_num)]
  rw [rdm_re, h3]
  linarith

/-- Lattice von Weizsaecker bound: the hopping energy is at least `-∑ t(x,y) √(ρ_x ρ_y)`. -/
theorem energy_lower_bound {t : V → V → ℝ} (ht : ∀ x y, 0 ≤ t x y) {ψ : V → V → ℂ}
    (hψ : ∀ x z, ψ x z = ψ z x) :
    -∑ x, ∑ y, t x y * √(density ψ x * density ψ y) ≤ (energy t ψ).re := by
  rw [energy_eq_rdm t hψ]
  simp only [Complex.neg_re, Complex.re_sum, Complex.re_ofReal_mul]
  exact neg_le_neg (sum_le_sum fun x _ => sum_le_sum fun y _ =>
    mul_le_mul_of_nonneg_left (rdm_re_le ψ x y) (ht x y))

/-- For a density with two electrons, `√(ρ_x ρ_z) / 2` is a singlet state, has density `ρ`,
and has hopping energy `-∑ t(x,y) √(ρ_x ρ_y)`. -/
theorem pairState_attains (t : V → V → ℝ) {ρ : V → ℝ} (hρ : ∀ x, 0 ≤ ρ x)
    (hN : ∑ x, ρ x = 2) :
    IsSinglet (pairState ρ) ∧ (∀ x, density (pairState ρ) x = ρ x) ∧
      energy t (pairState ρ) = ((-∑ x, ∑ y, t x y * √(ρ x * ρ y) : ℝ) : ℂ) := by
  have hs : ∀ x z, pairState ρ x z = pairState ρ z x := fun x z => by
    simp only [pairState, mul_comm (ρ x)]
  have hd : ∀ x, density (pairState ρ) x = ρ x := fun x => by
    have h : ∀ z, ‖pairState ρ x z‖ ^ 2 = ρ x / 4 * ρ z := fun z => by
      rw [pairState, Complex.norm_real, Real.norm_eq_abs, sq_abs, div_pow,
        Real.sq_sqrt (mul_nonneg (hρ x) (hρ z))]
      ring
    rw [density, sum_congr rfl fun z _ => h z, ← mul_sum, hN]
    ring
  have hγ : ∀ x y, rdm (pairState ρ) x y = ((√(ρ x * ρ y) : ℝ) : ℂ) := fun x y => by
    have h : ∀ z, conj (pairState ρ x z) * pairState ρ y z
        = ((√(ρ x * ρ y) / 4 * ρ z : ℝ) : ℂ) := fun z => by
      rw [pairState, pairState, Complex.conj_ofReal, ← Complex.ofReal_mul]
      congr 1
      rw [Real.sqrt_mul (hρ x) (ρ z), Real.sqrt_mul (hρ y) (ρ z), Real.sqrt_mul (hρ x) (ρ y)]
      linear_combination (√(ρ x) * √(ρ y) / 4) * Real.mul_self_sqrt (hρ z)
    rw [rdm, sum_congr rfl fun z _ => h z, ← Complex.ofReal_sum, ← mul_sum, hN]
    push_cast
    ring
  refine ⟨⟨hs, ?_⟩, hd, ?_⟩
  · have h : ∑ x, density (pairState ρ) x = 2 := by rw [sum_congr rfl fun x _ => hd x, hN]
    simp only [density, ← mul_sum] at h
    linarith
  · rw [energy_eq_rdm t hs]
    simp only [hγ]
    push_cast
    rfl

/-- Constrained search for two electrons: among all singlet states of density `ρ`, the least
hopping energy is `-∑ t(x,y) √(ρ_x ρ_y)`. -/
theorem constrained_search_isLeast {t : V → V → ℝ} (ht : ∀ x y, 0 ≤ t x y) {ρ : V → ℝ}
    (hρ : ∀ x, 0 ≤ ρ x) (hN : ∑ x, ρ x = 2) :
    IsLeast {E : ℝ | ∃ ψ, IsSinglet ψ ∧ (∀ x, density ψ x = ρ x) ∧ (energy t ψ).re = E}
      (-∑ x, ∑ y, t x y * √(ρ x * ρ y)) := by
  obtain ⟨h1, h2, h3⟩ := pairState_attains t hρ hN
  refine ⟨⟨pairState ρ, h1, h2, by rw [h3, Complex.ofReal_re]⟩, ?_⟩
  rintro E ⟨ψ, hψ, hd, rfl⟩
  simpa only [hd] using energy_lower_bound ht hψ.1

/-- If the coherence between two sites is maximal, the conditional amplitudes of the other
electron at these sites are proportional. -/
theorem rows_proportional {ψ : V → V → ℂ} {x y : V}
    (h : (rdm ψ x y).re = √(density ψ x * density ψ y)) (z : V) :
    (√(density ψ y) : ℂ) * ψ x z = (√(density ψ x) : ℂ) * ψ y z := by
  have key : ∀ (a b : ℝ) (u v : ℂ), ‖(b : ℂ) * u - (a : ℂ) * v‖ ^ 2
      = b ^ 2 * ‖u‖ ^ 2 + a ^ 2 * ‖v‖ ^ 2 - 2 * a * b * (conj u * v).re := by
    intro a b u v
    simp only [← Complex.normSq_eq_norm_sq, Complex.normSq_apply, Complex.sub_re,
      Complex.sub_im, Complex.mul_re, Complex.mul_im, Complex.ofReal_re, Complex.ofReal_im,
      Complex.conj_re, Complex.conj_im]
    ring
  have ha : √(density ψ x) ^ 2 = 2 * ∑ z, ‖ψ x z‖ ^ 2 := Real.sq_sqrt (density_nonneg ψ x)
  have hb : √(density ψ y) ^ 2 = 2 * ∑ z, ‖ψ y z‖ ^ 2 := Real.sq_sqrt (density_nonneg ψ y)
  rw [rdm_re, Real.sqrt_mul (density_nonneg ψ x)] at h
  -- the squared distance between the rescaled rows vanishes
  have h0 : ∑ z, ‖(√(density ψ y) : ℂ) * ψ x z - (√(density ψ x) : ℂ) * ψ y z‖ ^ 2 = 0 := by
    rw [sum_congr rfl fun z _ => key _ _ _ _, sum_sub_distrib, sum_add_distrib,
      ← mul_sum, ← mul_sum, ← mul_sum]
    linear_combination (-√(density ψ y) ^ 2 / 2) * ha - (√(density ψ x) ^ 2 / 2) * hb
      - √(density ψ x) * √(density ψ y) * h
  have hz := (sum_eq_zero_iff_of_nonneg fun z _ => sq_nonneg _).1 h0 z (mem_univ z)
  exact sub_eq_zero.1 (norm_eq_zero.1 (pow_eq_zero_iff two_ne_zero |>.1 hz))

/-- On a lattice connected by hopping, a singlet state of everywhere positive density that attains
the bound equals `√(ρ_x ρ_z) / 2` up to a global phase. -/
theorem minimiser_unique {t : V → V → ℝ} (ht : ∀ x y, 0 ≤ t x y)
    (hconn : ∀ x y, Relation.ReflTransGen (fun a b => 0 < t a b) x y)
    {ψ : V → V → ℂ} (hψ : IsSinglet ψ) (hpos : ∀ x, 0 < density ψ x)
    (hE : (energy t ψ).re = -∑ x, ∑ y, t x y * √(density ψ x * density ψ y)) :
    ∃ c : ℂ, ‖c‖ = 1 ∧ ∀ x z, ψ x z = c * pairState (density ψ) x z := by
  have hne : ∀ x, (√(density ψ x) : ℂ) ≠ 0 := fun x =>
    Complex.ofReal_ne_zero.2 (Real.sqrt_pos.2 (hpos x)).ne'
  -- every bond saturates the Cauchy-Schwarz inequality
  have hbond : ∀ x y, 0 < t x y → (rdm ψ x y).re = √(density ψ x * density ψ y) := by
    intro x y hxy
    have nn : ∀ x y, 0 ≤ t x y * (√(density ψ x * density ψ y) - (rdm ψ x y).re) :=
      fun x y => mul_nonneg (ht x y) (sub_nonneg.2 (rdm_re_le ψ x y))
    have h0 : ∑ x, ∑ y, t x y * (√(density ψ x * density ψ y) - (rdm ψ x y).re) = 0 := by
      rw [energy_eq_rdm t hψ.1] at hE
      simp only [Complex.neg_re, Complex.re_sum, Complex.re_ofReal_mul] at hE
      simp only [mul_sub, sum_sub_distrib]
      linarith
    have h1 := (sum_eq_zero_iff_of_nonneg fun x _ => sum_nonneg fun y _ => nn x y).1 h0 x
      (mem_univ x)
    have h2 := (sum_eq_zero_iff_of_nonneg fun y _ => nn x y).1 h1 y (mem_univ y)
    have h3 := (mul_eq_zero.1 h2).resolve_left hxy.ne'
    linarith
  -- proportionality spreads along paths of bonds
  have hrow : ∀ x y z, (√(density ψ y) : ℂ) * ψ x z = (√(density ψ x) : ℂ) * ψ y z := by
    intro x y z
    induction hconn x y with
    | refl => rfl
    | @tail b c _ hbc ih =>
      have hb := rows_proportional (hbond b c hbc) z
      apply mul_left_cancel₀ (hne b)
      linear_combination (√(density ψ c) : ℂ) * ih + (√(density ψ x) : ℂ) * hb
  have hform : ∃ c : ℂ, ∀ x z, ψ x z = c * pairState (density ψ) x z := by
    rcases isEmpty_or_nonempty V with hV | ⟨⟨o⟩⟩
    · exact ⟨0, fun x => (hV.false x).elim⟩
    refine ⟨2 * ψ o o / (√(density ψ o) : ℂ) ^ 2, fun x z => ?_⟩
    have h1 := hrow x o z
    have h2 := hrow z o o
    rw [hψ.1 z o] at h2
    rw [pairState, Real.sqrt_mul (hpos x).le, div_mul_eq_mul_div,
      eq_div_iff (pow_ne_zero 2 (hne o))]
    push_cast
    linear_combination (√(density ψ o) : ℂ) * h1 + (√(density ψ x) : ℂ) * h2
  obtain ⟨c, hc⟩ := hform
  refine ⟨c, ?_, hc⟩
  -- both states are normalised, so the prefactor is a phase
  have hN : ∑ x, density ψ x = 2 := by
    simp only [density, ← mul_sum]
    rw [hψ.2, mul_one]
  have hp := (pairState_attains t (density_nonneg ψ) hN).1.2
  have hn : ∑ x, ∑ z, ‖ψ x z‖ ^ 2
      = ‖c‖ ^ 2 * ∑ x, ∑ z, ‖pairState (density ψ) x z‖ ^ 2 := by
    simp only [mul_sum]
    refine sum_congr rfl fun x _ => sum_congr rfl fun z _ => ?_
    rw [← mul_pow, ← norm_mul, ← hc x z]
  rw [hψ.2, hp, mul_one] at hn
  nlinarith [norm_nonneg c]

end

end TwoElectronVonWeizsaecker
```

```lean
#print axioms TwoElectronVonWeizsaecker.energy_im
-- 'TwoElectronVonWeizsaecker.energy_im' depends on axioms: [propext, Classical.choice, Quot.sound]
#print axioms TwoElectronVonWeizsaecker.constrained_search_isLeast
-- 'TwoElectronVonWeizsaecker.constrained_search_isLeast' depends on axioms: [propext, Classical.choice, Quot.sound]
#print axioms TwoElectronVonWeizsaecker.minimiser_unique
-- 'TwoElectronVonWeizsaecker.minimiser_unique' depends on axioms: [propext, Classical.choice, Quot.sound]
```

## How the Lean proof follows the derivation

`energy_eq_rdm` reduces the energy to \(-\sum t\gamma\). Its `h1` reorders the sums for the first electron, and `h2` uses `sum_comm` and exchange symmetry to show that the second contributes the same amount. `energy_im` proves reality by showing that the energy equals its own conjugate.

`rdm_re_le` is the bound on \(\operatorname{Re}\gamma\): `h1` passes to absolute values, `h2` is Cauchy–Schwarz from Mathlib, and `h3` restores the factors of 2. `energy_lower_bound` multiplies by `t` and sums.

`pairState_attains` computes the density (`hd`) and density matrix (`hγ`) of the product state, then its norm and energy. `constrained_search_isLeast` combines this attainment with the lower bound.

For uniqueness, `rows_proportional` expands the squared distance between rescaled rows through `key` and shows that it vanishes. In `minimiser_unique`, `hbond` extracts equality on each bond from the vanishing sum. `hrow` carries proportionality along a path by induction, cancelling the non-zero \(\sqrt{\rho}\) of the intermediate site. `hform` fixes the site `o` and derives the product form, and the last lines compare norms to obtain \(|c|=1\).
